# Odd half-line moments of a Gaussian weight are finite

For positive real κ and F and every natural number m, the lemma states that p^(2m+1) exp(−κp²/F) is integrable over p > 0 with respect to Lebesgue measure. In physical terms, every odd moment of this unnormalised Gaussian weight, taken over the half-line, is finite; the lemma does not give its value. The proof takes Mathlib's `integrableOn_rpow_mul_exp_neg_mul_sq`, which allows real exponents, and applies it with the exponent 2m+1 cast to a real number. It then tries to turn the real power back into a natural one and so reach the goal.

In Lean, a first try:

```lean
import Mathlib

open MeasureTheory Set Filter Topology

namespace StaticTunnellingTransverse

noncomputable section

/-- The function `p^(2m+1) exp(-κp²/F)` is integrable over `p > 0`. -/
theorem gaussian_integrable {κ F : ℝ} (hκ : 0 < κ) (hF : 0 < F) (m : ℕ) :
    Integrable (fun p : ℝ => p ^ (2 * m + 1) * Real.exp (-(κ / F) * p ^ 2))
      (volume.restrict (Ioi 0)) := by
  have h := integrableOn_rpow_mul_exp_neg_mul_sq (div_pos hκ hF)
    (s := ((2 * m + 1 : ℕ) : ℝ))
    (by have := Nat.cast_nonneg (α := ℝ) (2 * m + 1); linarith)
  simpa only [Real.rpow_natCast] using h

end

end StaticTunnellingTransverse
```

The error:

```
Main.lean:16:2: error: Type mismatch: After simplification, term
  h
 has type
  IntegrableOn (fun x => x ^ (2 * m + 1) * Real.exp (-(κ / F) * x ^ 2)) (Ioi 0) volume
but is expected to have type
  Integrable (fun p => p ^ (2 * m + 1) * Real.exp (-(κ / F) * p ^ 2)) (volume.restrict (Ioi 0))
```

The mended proof, as a diff:

```diff
@@ -14,5 +14,6 @@
     (s := ((2 * m + 1 : ℕ) : ℝ))
     (by have := Nat.cast_nonneg (α := ℝ) (2 * m + 1); linarith)
-  simpa only [Real.rpow_natCast] using h
+  simp only [Real.rpow_natCast] at h
+  exact h
 
 end
```

Diagnosis. The single error is a type mismatch between `h` and the goal after simplification. The rewrite by `Real.rpow_natCast` has worked: both sides of the message show the same integrand, with the natural power `2 * m + 1`. What differs is how integrability on the half-line is written. `h` says `IntegrableOn` over `Ioi 0` with `volume`, while the goal says `Integrable` with `volume.restrict (Ioi 0)`.

These are equal by definition, since `IntegrableOn f s μ` unfolds to `Integrable f (μ.restrict s)`. But the `simpa only` call was not given `IntegrableOn` to unfold, and its closing comparison does not unfold this ordinary definition by itself.

The repair splits the step in two. `simp only [Real.rpow_natCast] at h` makes the same change of power in `h`, and `exact h` then compares the types with ordinary definitions allowed to unfold, so the two forms are accepted as the same.
